# Exact dimer rotations drive the residual to zero, with a curvature drop of at least r²/D per step

## Can the rotation stall away from a normal mode?

I hold the midpoint of my dimer fixed and repeatedly turn its axis $n$ to the direction of least curvature in the plane of $n$ and $Hn$, where $H$ is the Hessian. By a normal mode I mean an eigenvector of $H$ at the midpoint, which need not be a stationary point; the coordinates may be mass-weighted or not. The curvature never rises and is bounded below, so the gains must die out. But could they die out while the dimer still feels a finite torque, so that I end up at a direction that is no mode at all?

## No: a finite torque forces a finite drop

If $H$ is symmetric and its eigenvalues differ by at most $D>0$, each exact rotation lowers the curvature by at least $r_k^2/D$, and therefore $r_k\to0$. Here $C(v)=\langle v,Hv\rangle$, the $n_k$ are the successive unit directions, and $r_k=\|Hn_k-C(n_k)n_k\|$ is the residual norm, proportional to the torque for a short dimer.

Take one rotation from $n$ to $n'$, and let $w=Hn-C(n)n$ and $r=\|w\|$. Since $\|n\|=1$, we have $\langle n,w\rangle=C(n)-C(n)=0$. Hence $\langle w,Hn\rangle=\langle w,w+C(n)n\rangle=r^2$, and by symmetry $\langle n,Hw\rangle=r^2$.

Two inequalities are needed. In normal modes with eigenvalues $\lambda_i$, unit vectors $u,v$ with components $u_i,v_j$ satisfy

$$C(u)-C(v)=\sum_{i,j}(\lambda_i-\lambda_j)u_i^2v_j^2\le D .$$

Scaling gives $C(w)\le (C(n')+D)\,r^2$. Scaling also extends the minimum property of $n'$ to every $v$ in the plane: $C(n')\|v\|^2\le C(v)$.

Now insert $v=tn-w$, for which $\|v\|^2=t^2+r^2$ and $C(v)=t^2C(n)-2tr^2+C(w)$. The terms $C(n')r^2$ cancel, leaving

$$(2t-D)\,r^2\le t^2\,\bigl(C(n)-C(n')\bigr).$$

With $t=D>0$ this is $r^2\le D\,(C(n)-C(n'))$. If $D=0$, all curvatures along unit vectors are equal, and $t=1$ gives $r=0$.

Summing over the first $N$ rotations, the curvatures telescope:

$$\sum_{k<N}r_k^2\le D\,\bigl(C(n_0)-C(n_N)\bigr)\le D^2 .$$

The sum stays bounded for every $N$, so $r_k\to0$.

A small residual also locates an eigenvalue. With $n_i$ now the mode components of $n$, $r^2=\sum_i(\lambda_i-C(n))^2n_i^2$. If every $\lambda_i$ were farther than $r$ from $C(n)$, the right side would exceed $r^2\sum_i n_i^2=r^2$. So some eigenvalue lies within $r$ of the curvature. It need not be the lowest: a dimer started exactly along a higher mode has $r=0$ and stays there.

For the rotation stage of a saddle search, with the midpoint held fixed and each rotation exact, this means that any positive residual threshold is eventually met, and that once met it bounds the distance from the curvature to some eigenvalue.

## What the Lean statements say

The space `E` is a real inner product space, finite-dimensional for the main results, and `H` is a linear map with `H.IsSymmetric`. `curvature` is $C$, a curvature in the usual sense only for unit vectors, and `residual` is the vector $w$. `SpreadAtMost H D` bounds the difference of any two eigenvalues, so `D` may be an overestimate. `IsRotation H n n'` says that `n'` is a unit minimiser in the span of `n` and `H n`; its sign is left free.

`dimer_rotation_converges` assumes a unit start and an exact rotation at every step. It states the drop in the product form $r_k^2\le D\,(C(n_k)-C(n_{k+1}))$, which includes $D=0$, together with the limit. A running calculation can depart from these hypotheses in several ways, which are not treated here: $Hn$ is replaced by a finite difference of forces, the rotation angle is only approximate, the plane may be chosen by conjugate gradients instead of from $n$ and $Hn$, and the midpoint may move before the rotations have converged.

In the proof, `exists_modes` supplies the normal modes, `curvature_spread` compares the double sums term by term, directly for vectors of any length, and `minimal_scaled` extends the minimum property of $n'$ to vectors of any length. In `rotation_lowers_curvature`, `key` is the trial-vector inequality for all `t`, used at `D` and at `1`. `sum_residual_sq_le` telescopes by induction, and summability then gives the limit. `exists_rotation` shows that a minimiser always exists, because a continuous function attains its minimum on the compact set of unit vectors in the plane. `exists_eigenvalue_near` is the eigenvalue estimate, argued by contradiction as above.

```lean
import Mathlib

open Module Filter Topology

namespace DimerRotation

variable {E : Type*} [NormedAddCommGroup E] [InnerProductSpace ℝ E]

/-- The curvature `⟨n, H n⟩` of the energy surface with Hessian `H` along a unit vector `n`. -/
def curvature (H : E →ₗ[ℝ] E) (n : E) : ℝ := inner ℝ n (H n)

/-- The residual `H n - ⟨n, H n⟩ n` of the dimer direction `n`. -/
def residual (H : E →ₗ[ℝ] E) (n : E) : E := H n - curvature H n • n

/-- Any two eigenvalues of `H` differ by at most `D`. -/
def SpreadAtMost (H : E →ₗ[ℝ] E) (D : ℝ) : Prop :=
  ∀ μ ν : ℝ, End.HasEigenvalue H μ → End.HasEigenvalue H ν → μ - ν ≤ D

/-- An exact dimer rotation from `n` to `n'`: the new direction `n'` has the least curvature
among the unit vectors in the span of `n` and `H n`. -/
structure IsRotation (H : E →ₗ[ℝ] E) (n n' : E) : Prop where
  mem : n' ∈ Submodule.span ℝ {n, H n}
  unit : ‖n'‖ = 1
  minimal : ∀ v ∈ Submodule.span ℝ {n, H n}, ‖v‖ = 1 → curvature H n' ≤ curvature H v

/-- After an exact rotation to `n'`, every vector `v` of the rotation plane, of any length,
satisfies `⟨n', H n'⟩ ‖v‖² ≤ ⟨v, H v⟩`. -/
theorem IsRotation.minimal_scaled {H : E →ₗ[ℝ] E} {n n' : E} (h : IsRotation H n n')
    {v : E} (hv : v ∈ Submodule.span ℝ {n, H n}) :
    curvature H n' * ‖v‖ ^ 2 ≤ curvature H v := by
  by_cases h0 : v = 0
  · subst h0
    simp [curvature]
  · have hp : 0 < ‖v‖ := norm_pos_iff.2 h0
    have hm := h.minimal (‖v‖⁻¹ • v) (Submodule.smul_mem _ _ hv)
      (by rw [norm_smul, norm_inv, norm_norm, inv_mul_cancel₀ hp.ne'])
    have e : curvature H (‖v‖⁻¹ • v) = curvature H v / ‖v‖ ^ 2 := by
      simp only [curvature, map_smul, real_inner_smul_left, real_inner_smul_right]
      field_simp
    rwa [e, le_div_iff₀ (by positivity)] at hm

/-- The squared length of a vector is the sum of its squared components in an orthonormal
basis. -/
theorem norm_sq_eq_sum {ι : Type*} [Fintype ι] (b : OrthonormalBasis ι ℝ E) (x : E) :
    ‖x‖ ^ 2 = ∑ i, (inner ℝ (b i) x) ^ 2 := by
  rw [← real_inner_self_eq_norm_sq, ← b.sum_inner_mul_inner x x]
  refine Finset.sum_congr rfl fun i _ => ?_
  rw [real_inner_comm (b i) x]
  ring

variable [FiniteDimensional ℝ E]

/-- A symmetric Hessian has an orthonormal basis of eigenvectors, in which it multiplies each
component of a vector by an eigenvalue. -/
theorem exists_modes {H : E →ₗ[ℝ] E} (hH : H.IsSymmetric) :
    ∃ (b : OrthonormalBasis (Fin (finrank ℝ E)) ℝ E) (l : Fin (finrank ℝ E) → ℝ),
      (∀ i, End.HasEigenvalue H (l i)) ∧
      ∀ i x, inner ℝ (b i) (H x) = l i * inner ℝ (b i) x := by
  have hb : ∀ i, H (hH.eigenvectorBasis rfl i)
      = hH.eigenvalues rfl i • hH.eigenvectorBasis rfl i :=
    fun i => hH.apply_eigenvectorBasis rfl i
  refine ⟨hH.eigenvectorBasis rfl, hH.eigenvalues rfl, fun i => ?_, fun i x => ?_⟩
  · exact End.hasEigenvalue_of_hasEigenvector
      ⟨End.mem_eigenspace_iff.2 (hb i), (hH.eigenvectorBasis rfl).orthonormal.ne_zero i⟩
  · rw [← hH, hb, real_inner_smul_left]

/-- For a symmetric Hessian with eigenvalue spread at most `D`, vectors `v` and `w` of any length
satisfy `⟨w, H w⟩ ‖v‖² - ‖w‖² ⟨v, H v⟩ ≤ D ‖w‖² ‖v‖²`. For unit vectors this says that the curvature
along `w` exceeds that along `v` by at most `D`. -/
theorem curvature_spread {H : E →ₗ[ℝ] E} (hH : H.IsSymmetric) {D : ℝ}
    (hD : SpreadAtMost H D) (v w : E) :
    curvature H w * ‖v‖ ^ 2 - ‖w‖ ^ 2 * curvature H v ≤ D * (‖w‖ ^ 2 * ‖v‖ ^ 2) := by
  obtain ⟨b, l, hl, hb⟩ := exists_modes hH
  have hc : ∀ x, curvature H x = ∑ i, l i * (inner ℝ (b i) x) ^ 2 := by
    intro x
    rw [curvature, ← b.sum_inner_mul_inner x (H x)]
    refine Finset.sum_congr rfl fun i _ => ?_
    rw [hb, real_inner_comm (b i) x]
    ring
  -- compare the two double sums over pairs of modes term by term
  rw [hc v, hc w, norm_sq_eq_sum b v, norm_sq_eq_sum b w, Finset.sum_mul_sum,
    Finset.sum_mul_sum, Finset.sum_mul_sum, Finset.mul_sum, ← Finset.sum_sub_distrib]
  refine Finset.sum_le_sum fun i _ => ?_
  rw [Finset.mul_sum, ← Finset.sum_sub_distrib]
  refine Finset.sum_le_sum fun j _ => ?_
  have hij := mul_le_mul_of_nonneg_right (hD _ _ (hl i) (hl j))
    (mul_nonneg (sq_nonneg (inner ℝ (b i) w)) (sq_nonneg (inner ℝ (b j) v)))
  linarith

/-- From every unit vector `n` an exact dimer rotation exists. -/
theorem exists_rotation (H : E →ₗ[ℝ] E) {n : E} (hn : ‖n‖ = 1) :
    ∃ n', IsRotation H n n' := by
  have : ProperSpace E := FiniteDimensional.proper ℝ E
  have hc : IsCompact (Metric.sphere (0 : E) 1 ∩ (Submodule.span ℝ {n, H n} : Set E)) :=
    (isCompact_sphere 0 1).inter_right (Submodule.closed_of_finiteDimensional _)
  have hf : Continuous (curvature H) :=
    continuous_id.inner H.continuous_of_finiteDimensional
  obtain ⟨m, hm, hmin⟩ := hc.exists_isMinOn
    ⟨n, mem_sphere_zero_iff_norm.2 hn, Submodule.subset_span (by simp)⟩ hf.continuousOn
  exact ⟨m, hm.2, mem_sphere_zero_iff_norm.1 hm.1, fun v hv h1 =>
    isMinOn_iff.1 hmin v ⟨mem_sphere_zero_iff_norm.2 h1, hv⟩⟩

/-- For a symmetric Hessian with eigenvalue spread at most `D`, an exact rotation of a unit
vector `n` lowers the curvature so far that `D` times the drop is at least the squared norm of
the residual at `n`. -/
theorem rotation_lowers_curvature {H : E →ₗ[ℝ] E} (hH : H.IsSymmetric) {D : ℝ}
    (hD : SpreadAtMost H D) {n n' : E} (hn : ‖n‖ = 1) (h : IsRotation H n n') :
    ‖residual H n‖ ^ 2 ≤ D * (curvature H n - curvature H n') := by
  obtain ⟨w, hw⟩ : ∃ w, w = residual H n := ⟨_, rfl⟩
  rw [← hw]
  have hHn : H n = w + curvature H n • n := by simp [hw, residual]
  -- the residual is orthogonal to the dimer direction
  have h0 : inner ℝ n w = 0 := by
    rw [hw, residual, inner_sub_right, real_inner_smul_right, real_inner_self_eq_norm_sq, hn]
    simp [curvature]
  have h0' : inner ℝ w n = 0 := by rw [real_inner_comm]; exact h0
  have h1 : inner ℝ w (H n) = ‖w‖ ^ 2 := by
    rw [hHn, inner_add_right, real_inner_smul_right, h0', real_inner_self_eq_norm_sq]
    ring
  have h2 : inner ℝ n (H w) = ‖w‖ ^ 2 := by
    rw [← hH n w, real_inner_comm]
    exact h1
  have hs := curvature_spread hH hD n' w
  have hs' := curvature_spread hH hD n' n
  have hD0 := curvature_spread hH hD n' n'
  rw [h.unit] at hs hs' hD0
  rw [hn] at hs'
  -- insert the trial vector `t n - w` into the minimum property
  have key : ∀ t : ℝ, curvature H n' * t ^ 2
      ≤ t ^ 2 * curvature H n - 2 * t * ‖w‖ ^ 2 + D * ‖w‖ ^ 2 := by
    intro t
    have hnm : n ∈ Submodule.span ℝ {n, H n} := Submodule.subset_span (by simp)
    have hHm : H n ∈ Submodule.span ℝ {n, H n} := Submodule.subset_span (by simp)
    have hwm : w ∈ Submodule.span ℝ {n, H n} := by
      rw [hw, residual]
      exact Submodule.sub_mem _ hHm (Submodule.smul_mem _ _ hnm)
    have hm := h.minimal_scaled (Submodule.sub_mem _ (Submodule.smul_mem _ t hnm) hwm)
    have e1 : ‖t • n - w‖ ^ 2 = t ^ 2 + ‖w‖ ^ 2 := by
      rw [norm_sub_sq_real, norm_smul, real_inner_smul_left, h0, hn, mul_one,
        Real.norm_eq_abs, sq_abs]
      ring
    have e2 : curvature H (t • n - w)
        = t ^ 2 * curvature H n - 2 * t * ‖w‖ ^ 2 + curvature H w := by
      simp only [curvature, map_sub, map_smul, inner_sub_left, inner_sub_right,
        real_inner_smul_left, real_inner_smul_right]
      linear_combination (-t) * h1 - t * h2
    rw [e1, e2] at hm
    linarith
  have hD1 : 0 ≤ D := by linarith
  rcases hD1.eq_or_lt with hz | hp
  · subst hz
    linarith [key 1]
  · refine le_of_mul_le_mul_left ?_ hp
    linarith [key D]

/-- For a symmetric Hessian with eigenvalue spread at most `D`, the squared residual norms of
any number of successive exact rotations, started from a unit vector, add up to at most `D²`. -/
theorem sum_residual_sq_le {H : E →ₗ[ℝ] E} (hH : H.IsSymmetric) {D : ℝ}
    (hD : SpreadAtMost H D) {n : ℕ → E} (h0 : ‖n 0‖ = 1)
    (h : ∀ k, IsRotation H (n k) (n (k + 1))) (N : ℕ) :
    ∑ k ∈ Finset.range N, ‖residual H (n k)‖ ^ 2 ≤ D ^ 2 := by
  have hu : ∀ k, ‖n k‖ = 1 := fun k => by
    cases k with
    | zero => exact h0
    | succ k => exact (h k).unit
  -- the curvature drops telescope
  have ht : ∑ k ∈ Finset.range N, ‖residual H (n k)‖ ^ 2
      ≤ D * (curvature H (n 0) - curvature H (n N)) := by
    induction N with
    | zero => simp
    | succ N ih =>
      rw [Finset.sum_range_succ]
      linarith [rotation_lowers_curvature hH hD (hu N) (h N)]
  have hs := curvature_spread hH hD (n N) (n 0)
  have hz := curvature_spread hH hD (n 0) (n 0)
  rw [hu N, h0] at hs
  rw [h0] at hz
  have hD0 : 0 ≤ D := by linarith
  have hd : curvature H (n 0) - curvature H (n N) ≤ D := by linarith
  linarith [mul_le_mul_of_nonneg_left hd hD0]

/-- Let a symmetric Hessian have eigenvalue spread at most `D`, and rotate the dimer exactly
again and again from a unit vector. In each step `D` times the drop in curvature is at least the
squared residual norm, and the residual norm tends to zero. -/
theorem dimer_rotation_converges {H : E →ₗ[ℝ] E} (hH : H.IsSymmetric) {D : ℝ}
    (hD : SpreadAtMost H D) {n : ℕ → E} (h0 : ‖n 0‖ = 1)
    (h : ∀ k, IsRotation H (n k) (n (k + 1))) :
    (∀ k, ‖residual H (n k)‖ ^ 2 ≤ D * (curvature H (n k) - curvature H (n (k + 1)))) ∧
      Tendsto (fun k => ‖residual H (n k)‖) atTop (𝓝 0) := by
  constructor
  · intro k
    refine rotation_lowers_curvature hH hD ?_ (h k)
    cases k with
    | zero => exact h0
    | succ k => exact (h k).unit
  · have hs : Summable fun k => ‖residual H (n k)‖ ^ 2 :=
      summable_of_sum_range_le (fun k => sq_nonneg _) (sum_residual_sq_le hH hD h0 h)
    have ht := hs.tendsto_atTop_zero.sqrt
    simpa using ht

/-- For a symmetric Hessian and a unit vector `n`, some eigenvalue lies within the residual norm
of the curvature along `n`. -/
theorem exists_eigenvalue_near {H : E →ₗ[ℝ] E} (hH : H.IsSymmetric) {n : E} (hn : ‖n‖ = 1) :
    ∃ μ : ℝ, End.HasEigenvalue H μ ∧ |μ - curvature H n| ≤ ‖residual H n‖ := by
  by_contra! hcon
  obtain ⟨b, l, hl, hb⟩ := exists_modes hH
  have h1 := norm_sq_eq_sum b n
  have hr : ‖residual H n‖ ^ 2
      = ∑ i, (l i - curvature H n) ^ 2 * (inner ℝ (b i) n) ^ 2 := by
    rw [norm_sq_eq_sum b]
    refine Finset.sum_congr rfl fun i _ => ?_
    rw [residual, inner_sub_right, real_inner_smul_right, hb]
    ring
  have hsq : ∀ i, ‖residual H n‖ ^ 2 < (l i - curvature H n) ^ 2 := fun i => by
    rw [← sq_abs (l i - curvature H n)]
    exact pow_lt_pow_left₀ (hcon _ (hl i)) (norm_nonneg _) two_ne_zero
  -- a unit vector has a nonzero component along some mode
  obtain ⟨i, hi⟩ : ∃ i, inner ℝ (b i) n ≠ 0 := by
    by_contra! hz
    simp [hz, hn] at h1
  have hlt : ∑ i, ‖residual H n‖ ^ 2 * (inner ℝ (b i) n) ^ 2
      < ∑ i, (l i - curvature H n) ^ 2 * (inner ℝ (b i) n) ^ 2 :=
    Finset.sum_lt_sum (fun j _ => mul_le_mul_of_nonneg_right (hsq j).le (sq_nonneg _))
      ⟨i, Finset.mem_univ i, mul_lt_mul_of_pos_right (hsq i) (by positivity)⟩
  rw [← Finset.mul_sum, ← h1, ← hr, hn] at hlt
  linarith

end DimerRotation
```

```lean
#print axioms DimerRotation.exists_rotation
#print axioms DimerRotation.dimer_rotation_converges
#print axioms DimerRotation.exists_eigenvalue_near
```

```
'DimerRotation.exists_rotation' depends on axioms: [propext, Classical.choice, Quot.sound]
'DimerRotation.dimer_rotation_converges' depends on axioms: [propext, Classical.choice, Quot.sound]
'DimerRotation.exists_eigenvalue_near' depends on axioms: [propext, Classical.choice, Quot.sound]
```
